# The WKB condition with n = 0 binds the well −U/cosh²x too weakly

A particle in the one-dimensional well $-2/\cosh^2 x$, in units where $\hbar^2/2m=1$, has the bound state $1/\cosh x$ with energy $-1$. The lowest-order WKB condition puts this level at $-(\sqrt2-\tfrac12)^2\approx-0.836$, which is too high.

For depth $U>0$, the equation $-y''-Uy/\cosh^2x=-s^2y$ has the bound state $y=\cosh(x)^{-s}$ with $s=\sqrt{U+1/4}-\tfrac12$. For $U>1/4$, WKB with quantum number $n=0$ gives the energy $-k^2$ with $k=\sqrt U-\tfrac12$, and

$$k<s<k+\frac1{8\sqrt U}.$$

Here $k$ is a decay constant, not a wave number. A well $-V_0/\cosh^2(x/L)$ has $U=2mV_0L^2/\hbar^2$, and its decay constants are $k/L$ and $s/L$.

## What a WKB level solver should return

A code that finds one-particle levels by setting the integral of the local momentum between turning points equal to $(n+\tfrac12)\pi$ should, for this one-dimensional well, for $n=0$ and $U>1/4$, converge to the decay constant $\sqrt U-\tfrac12$ and not to $s$. Refining the quadrature does not remove the difference. For $0<U\le1/4$ the root search at $n=0$ should find no $k>0$, although a bound state exists.

## From the turning points to the error bound

Let $\pm a$ be the turning points, so $U=k^2\cosh^2a$ with $k,a>0$. Write $C=\cosh a$, $S=\sinh a$ and $r=\sqrt{C^2-\cosh^2x}$. The local momentum is $p=\sqrt{U/\cosh^2x-k^2}=kr/\cosh x$. Take

$$F(x)=kC\arcsin\frac{C\sinh x}{S\cosh x}-k\arcsin\frac{\sinh x}{S}.$$

One minus the square of the first argument is $r^2/(S\cosh x)^2$; for the second it is $r^2/S^2$. The arguments have derivatives $C/(S\cosh^2x)$ and $\cosh x/S$. Hence, for $|x|<a$,

$$F'=\frac{kC^2}{r\cosh x}-\frac{k\cosh x}{r}=\frac{kr}{\cosh x}=p.$$

At $\pm a$ both arcsines equal $\pm\pi/2$, so

$$\int_{-a}^{a}p\,dx=\pi(kC-k)=\pi(\sqrt U-k).$$

Setting this equal to $(n+\tfrac12)\pi$ gives $k=\sqrt U-(n+\tfrac12)$. Conversely, if this $k$ is positive, then $k<\sqrt U$ and $\sinh a=\sqrt{U-k^2}/k$ supplies the turning point. For $n=0$, positivity means $U>1/4$.

For the exact state, $y'=-s\tanh(x)\,y$, and therefore

$$y''=\left(s^2\tanh^2x-\frac{s}{\cosh^2x}\right)y=\left(s^2-\frac{s^2+s}{\cosh^2x}\right)y.$$

Since $s^2+s=U$, this is the required equation. As $s>0$, $y$ vanishes at both infinities.

Finally,

$$s-(\sqrt U-\tfrac12)=\sqrt{U+\tfrac14}-\sqrt U=\frac{1/4}{\sqrt{U+1/4}+\sqrt U},$$

which lies between $1/(8\sqrt{U+1/4})$ and $1/(8\sqrt U)$. Since $0<k<s$, the exact energy $-s^2$ is below $-k^2$.

## The Lean source

`hasDerivAt_arcsin_of` differentiates an arcsine once its square root is known. `hasDerivAt_actionPrimitive` uses it twice to obtain $F'=p$; three of the `linear_combination` steps are the identities for $r^2$, and the fourth checks the derivative of the first argument. `action_integral` applies the fundamental theorem of calculus in a form that needs the derivative only inside the well, because the arcsines are not differentiable at $\pm a$. `wkbCondition_iff` solves for $k$ and constructs the turning point.

`exact_boundState` checks the differential equation and the decay. `decay_error_bounds` clears denominators and uses $(\sqrt{U+1/4}-\sqrt U)^2>0$ in place of the quotient above. The last two theorems combine these results.

```lean
import Mathlib

open Real Filter Topology

namespace SechWellWKB

noncomputable section

/-- `y` is a bound state of the well `-U / cosh² x` with energy `-κ²`: a nonzero solution of
`-y'' - U y / cosh² x = -κ² y` that vanishes at both infinities. -/
def IsBoundState (U κ : ℝ) (y : ℝ → ℝ) : Prop :=
  (∃ y' y'' : ℝ → ℝ, (∀ x, HasDerivAt y (y' x) x) ∧ (∀ x, HasDerivAt y' (y'' x) x) ∧
    ∀ x, -y'' x - U / cosh x ^ 2 * y x = -κ ^ 2 * y x) ∧
  Tendsto y (cocompact ℝ) (𝓝 0) ∧ ∃ x, y x ≠ 0

/-- The exact decay constant `s = √(U + 1/4) - 1/2`, for `U > 0`. -/
def exactDecay (U : ℝ) : ℝ := √(U + 1 / 4) - 1 / 2

/-- The WKB quantization condition for energy `-k²`: the local momentum, integrated between the
turning points `-a` and `a`, equals `(n + 1/2) π`. -/
def WKBCondition (U : ℝ) (n : ℕ) (k : ℝ) : Prop :=
  ∃ a, 0 < a ∧ U / cosh a ^ 2 = k ^ 2 ∧
    ∫ x in (-a)..a, √(U / cosh x ^ 2 - k ^ 2) = (n + 1 / 2) * π

/-- A primitive of the local momentum in the well with turning points `-a` and `a`, for `k > 0` and
`a > 0`. -/
def actionPrimitive (k a : ℝ) : ℝ → ℝ := fun x =>
  k * cosh a * arcsin (cosh a * sinh x / (sinh a * cosh x)) - k * arcsin (sinh x / sinh a)

/-- The derivative of `arcsin (f x)` is `f' / w` when `1 - f² = w²` with `w > 0`. -/
theorem hasDerivAt_arcsin_of {f : ℝ → ℝ} {f' x w : ℝ} (hf : HasDerivAt f f' x)
    (hw : 0 < w) (h : 1 - f x ^ 2 = w ^ 2) :
    HasDerivAt (fun y => arcsin (f y)) (f' / w) x := by
  have hp : 0 < 1 - f x ^ 2 := by rw [h]; positivity
  have h1 : f x ≠ -1 := by intro e; rw [e] at hp; norm_num at hp
  have h2 : f x ≠ 1 := by intro e; rw [e] at hp; norm_num at hp
  have d := (Real.hasDerivAt_arcsin h1 h2).comp x hf
  rw [h, Real.sqrt_sq hw.le] at d
  exact d.congr_deriv (by ring)

/-- Strictly between the turning points, the derivative of the primitive is the local momentum,
for `k > 0` and `a > 0`. -/
theorem hasDerivAt_actionPrimitive {k a x : ℝ} (hk : 0 < k) (ha : 0 < a)
    (hx : x ∈ Set.Ioo (-a) a) :
    HasDerivAt (actionPrimitive k a) (√((k * cosh a) ^ 2 / cosh x ^ 2 - k ^ 2)) x := by
  have hS : 0 < sinh a := Real.sinh_pos_iff.2 ha
  have hc := Real.cosh_pos x
  have hS0 := hS.ne'
  have hc0 := hc.ne'
  have hSc := (mul_pos hS hc).ne'
  have hC := Real.cosh_sq a
  have hc2 := Real.cosh_sq x
  have h1 : sinh x < sinh a := Real.sinh_lt_sinh.2 hx.2
  have h2 : -sinh a < sinh x := by
    rw [← Real.sinh_neg]; exact Real.sinh_lt_sinh.2 hx.1
  have h3 : 0 < sinh a + sinh x := by linarith
  have hpos : 0 < cosh a ^ 2 - cosh x ^ 2 := by nlinarith [mul_pos (sub_pos.2 h1) h3]
  -- all three square roots are multiples of r
  obtain ⟨r, hr, hr2⟩ : ∃ r : ℝ, 0 < r ∧ r ^ 2 = cosh a ^ 2 - cosh x ^ 2 :=
    ⟨√(cosh a ^ 2 - cosh x ^ 2), Real.sqrt_pos.2 hpos, Real.sq_sqrt hpos.le⟩
  have hr0 := hr.ne'
  have q1 : 1 - (cosh a * sinh x / (sinh a * cosh x)) ^ 2 = (r / (sinh a * cosh x)) ^ 2 := by
    rw [div_pow, div_pow, eq_div_iff (pow_ne_zero 2 hSc), sub_mul,
      div_mul_cancel₀ _ (pow_ne_zero 2 hSc)]
    linear_combination -hr2 - cosh x ^ 2 * hC + cosh a ^ 2 * hc2
  have q2 : 1 - (sinh x / sinh a) ^ 2 = (r / sinh a) ^ 2 := by
    rw [div_pow, div_pow, eq_div_iff (pow_ne_zero 2 hS0), sub_mul,
      div_mul_cancel₀ _ (pow_ne_zero 2 hS0)]
    linear_combination -hr2 - hC + hc2
  have q3 : (k * cosh a) ^ 2 / cosh x ^ 2 - k ^ 2 = (k * r / cosh x) ^ 2 := by
    rw [div_pow, eq_div_iff (pow_ne_zero 2 hc0), sub_mul,
      div_mul_cancel₀ _ (pow_ne_zero 2 hc0)]
    linear_combination -k ^ 2 * hr2
  have d1 : HasDerivAt (fun y => cosh a * sinh y / (sinh a * cosh y))
      (cosh a / (sinh a * cosh x ^ 2)) x := by
    refine (((Real.hasDerivAt_sinh x).const_mul (cosh a)).fun_div
      ((Real.hasDerivAt_cosh x).const_mul (sinh a)) hSc).congr_deriv ?_
    rw [div_eq_div_iff (pow_ne_zero 2 hSc) (mul_pos hS (pow_pos hc 2)).ne']
    linear_combination cosh a * sinh a ^ 2 * cosh x ^ 2 * hc2
  have e1 := hasDerivAt_arcsin_of d1 (div_pos hr (mul_pos hS hc)) q1
  have e2 := hasDerivAt_arcsin_of ((Real.hasDerivAt_sinh x).div_const (sinh a))
    (div_pos hr hS) q2
  rw [q3, Real.sqrt_sq (div_pos (mul_pos hk hr) hc).le]
  unfold actionPrimitive
  refine ((e1.const_mul (k * cosh a)).fun_sub (e2.const_mul k)).congr_deriv ?_
  calc _ = k * (cosh a ^ 2 - cosh x ^ 2) / (cosh x * r) := by field_simp
    _ = k * r / cosh x := by rw [← hr2]; field_simp

/-- The WKB action of the well between its turning points `-a` and `a` is `π (√U - k)`,
for `k > 0` and `a > 0`. -/
theorem action_integral {U k a : ℝ} (hk : 0 < k) (ha : 0 < a)
    (hturn : U / cosh a ^ 2 = k ^ 2) :
    ∫ x in (-a)..a, √(U / cosh x ^ 2 - k ^ 2) = π * (√U - k) := by
  have hS : 0 < sinh a := Real.sinh_pos_iff.2 ha
  have hC := Real.cosh_pos a
  have hU : U = (k * cosh a) ^ 2 := by
    rw [div_eq_iff (pow_ne_zero 2 hC.ne')] at hturn
    rw [hturn]; ring
  have h1 : Continuous fun x => cosh a * sinh x / (sinh a * cosh x) :=
    (continuous_const.mul Real.continuous_sinh).div
      (continuous_const.mul Real.continuous_cosh) fun x => (mul_pos hS (Real.cosh_pos x)).ne'
  have hF : Continuous (actionPrimitive k a) :=
    (continuous_const.mul (Real.continuous_arcsin.comp h1)).sub
      (continuous_const.mul (Real.continuous_arcsin.comp (Real.continuous_sinh.div_const _)))
  have hp : Continuous fun x => √((k * cosh a) ^ 2 / cosh x ^ 2 - k ^ 2) :=
    ((continuous_const.div (Real.continuous_cosh.pow 2)
      fun x => pow_ne_zero 2 (Real.cosh_pos x).ne').sub continuous_const).sqrt
  have key : ∫ x in (-a)..a, √((k * cosh a) ^ 2 / cosh x ^ 2 - k ^ 2)
      = actionPrimitive k a a - actionPrimitive k a (-a) :=
    intervalIntegral.integral_eq_sub_of_hasDerivAt_of_le (by linarith) hF.continuousOn
      (fun x hx => hasDerivAt_actionPrimitive hk ha hx) (hp.intervalIntegrable _ _)
  -- at the turning points both arcsines equal ±π/2
  have e1 : cosh a * sinh a / (sinh a * cosh a) = 1 := by
    rw [mul_comm (cosh a) (sinh a)]; exact div_self (mul_pos hS hC).ne'
  have e2 : sinh a / sinh a = 1 := div_self hS.ne'
  rw [hU, key, Real.sqrt_sq (mul_pos hk hC).le]
  simp only [actionPrimitive, Real.sinh_neg, Real.cosh_neg, mul_neg, neg_div,
    Real.arcsin_neg, e1, e2, Real.arcsin_one]
  ring

/-- A decay constant `k > 0` meets the WKB condition with quantum number `n` exactly when
`k = √U - (n + 1/2)`. -/
theorem wkbCondition_iff {U k : ℝ} {n : ℕ} (hk : 0 < k) :
    WKBCondition U n k ↔ k = √U - (n + 1 / 2) := by
  constructor
  · rintro ⟨a, ha, ht, hI⟩
    rw [action_integral hk ha ht] at hI
    have := mul_left_cancel₀ Real.pi_ne_zero (hI.trans (mul_comm _ _))
    linarith
  · intro h
    have hn : (0 : ℝ) ≤ n := Nat.cast_nonneg n
    have hlt : k < √U := by linarith
    have hU : 0 < U := Real.sqrt_pos.1 (hk.trans hlt)
    have hd : 0 < U - k ^ 2 := by nlinarith [Real.sq_sqrt hU.le]
    have ha : 0 < arsinh (√(U - k ^ 2) / k) :=
      Real.arsinh_pos_iff.2 (div_pos (Real.sqrt_pos.2 hd) hk)
    have ht : U / cosh (arsinh (√(U - k ^ 2) / k)) ^ 2 = k ^ 2 := by
      have e : (U - k ^ 2) / k ^ 2 + 1 = U / k ^ 2 := by
        field_simp
        ring
      rw [Real.cosh_sq, Real.sinh_arsinh, div_pow, Real.sq_sqrt hd.le, e]
      field_simp
    refine ⟨_, ha, ht, ?_⟩
    rw [action_integral hk ha ht, h]
    ring

/-- For every depth `U > 0`, the function `cosh(x)^(-s)` with `s = √(U + 1/4) - 1/2` is a bound
state with energy `-s²`. -/
theorem exact_boundState {U : ℝ} (hU : 0 < U) :
    IsBoundState U (exactDecay U) (fun x => cosh x ^ (-exactDecay U)) := by
  have hw : √(U + 1 / 4) ^ 2 = U + 1 / 4 := Real.sq_sqrt (by linarith)
  have hs : exactDecay U ^ 2 + exactDecay U = U := by
    unfold exactDecay; linear_combination hw
  have hs0 : 0 < exactDecay U := by
    unfold exactDecay; nlinarith [Real.sqrt_nonneg (U + 1 / 4)]
  generalize exactDecay U = s at hs hs0 ⊢
  have d1 : ∀ x, HasDerivAt (fun x => cosh x ^ (-s))
      (-s * (sinh x / cosh x) * cosh x ^ (-s)) x := fun x => by
    have hc := (Real.cosh_pos x).ne'
    refine ((Real.hasDerivAt_cosh x).rpow_const (Or.inl hc)).congr_deriv ?_
    rw [Real.rpow_sub_one hc]; ring
  have dt : ∀ x, HasDerivAt (fun x => sinh x / cosh x) (1 / cosh x ^ 2) x := fun x => by
    refine ((Real.hasDerivAt_sinh x).fun_div (Real.hasDerivAt_cosh x)
      (Real.cosh_pos x).ne').congr_deriv ?_
    congr 1
    linear_combination Real.cosh_sq x
  refine ⟨⟨_, _, d1, fun x => ((dt x).const_mul (-s)).fun_mul (d1 x), fun x => ?_⟩, ?_,
    0, (Real.rpow_pos_of_pos (Real.cosh_pos 0) _).ne'⟩
  · have fT : (sinh x / cosh x) ^ 2 = 1 - 1 / cosh x ^ 2 := by
      rw [div_pow, eq_sub_iff_add_eq, ← add_div, ← Real.cosh_sq x,
        div_self (pow_ne_zero 2 (Real.cosh_pos x).ne')]
    linear_combination -s ^ 2 * cosh x ^ (-s) * fT + cosh x ^ (-s) / cosh x ^ 2 * hs
  · -- cosh grows at both ends, so its negative power decays
    have hn : Tendsto (fun x : ℝ => ‖x‖) (cocompact ℝ) atTop := tendsto_norm_cocompact_atTop
    have hcosh : Tendsto cosh (cocompact ℝ) atTop := by
      refine tendsto_atTop_mono (fun x => ?_) (hn.atTop_div_const two_pos)
      rw [Real.norm_eq_abs, ← Real.cosh_abs x, Real.cosh_eq]
      linarith [Real.add_one_le_exp |x|, Real.exp_pos (-|x|)]
    exact (tendsto_rpow_neg_atTop hs0).comp hcosh

/-- For `U > 0` the exact decay constant exceeds `√U - 1/2` by an amount between
`1/(8√(U + 1/4))` and `1/(8√U)`. -/
theorem decay_error_bounds {U : ℝ} (hU : 0 < U) :
    1 / (8 * √(U + 1 / 4)) < exactDecay U - (√U - 1 / 2) ∧
      exactDecay U - (√U - 1 / 2) < 1 / (8 * √U) := by
  have hv := Real.sqrt_pos.2 hU
  have hlt : √U < √(U + 1 / 4) := Real.sqrt_lt_sqrt hU.le (by linarith)
  have hv2 := Real.sq_sqrt hU.le
  have hw2 : √(U + 1 / 4) ^ 2 = U + 1 / 4 := Real.sq_sqrt (by linarith)
  have hsq := mul_pos (sub_pos.2 hlt) (sub_pos.2 hlt)
  unfold exactDecay
  constructor
  · rw [div_lt_iff₀ (by linarith)]; nlinarith
  · rw [lt_div_iff₀ (by linarith)]; nlinarith

/-- WKB binds too weakly: if `k > 0` meets the WKB condition with `n = 0`, the bound state
`cosh(x)^(-s)` has `k < s < k + 1/(8√U)`, and its energy `-s²` lies below the WKB energy `-k²`. -/
theorem wkb_binds_too_weakly {U k : ℝ} (hk : 0 < k) (h : WKBCondition U 0 k) :
    IsBoundState U (exactDecay U) (fun x => cosh x ^ (-exactDecay U)) ∧
      k < exactDecay U ∧ exactDecay U < k + 1 / (8 * √U) ∧ -exactDecay U ^ 2 < -k ^ 2 := by
  have hk' := (wkbCondition_iff hk).1 h
  rw [Nat.cast_zero] at hk'
  have hU : 0 < U := Real.sqrt_pos.1 (by linarith)
  obtain ⟨h1, h2⟩ := decay_error_bounds hU
  have h0 : 0 < 1 / (8 * √(U + 1 / 4)) := by positivity
  have hlt : k < exactDecay U := by linarith
  exact ⟨exact_boundState hU, hlt, by linarith, by nlinarith⟩

/-- The WKB condition with `n = 0` has a solution `k > 0` exactly when `U > 1/4`. -/
theorem wkb_level_exists_iff {U : ℝ} : (∃ k, 0 < k ∧ WKBCondition U 0 k) ↔ 1 / 4 < U := by
  constructor
  · rintro ⟨k, hk, h⟩
    have hk' := (wkbCondition_iff hk).1 h
    rw [Nat.cast_zero] at hk'
    have := (Real.lt_sqrt (by norm_num : (0 : ℝ) ≤ 1 / 2)).1 (by linarith : 1 / 2 < √U)
    linarith
  · intro hU
    have hv : 1 / 2 < √U := (Real.lt_sqrt (by norm_num)).2 (by linarith)
    have hk : 0 < √U - 1 / 2 := by linarith
    refine ⟨√U - 1 / 2, hk, (wkbCondition_iff hk).2 ?_⟩
    rw [Nat.cast_zero, zero_add]

end

end SechWellWKB
```

```lean
#print axioms SechWellWKB.wkb_binds_too_weakly
#print axioms SechWellWKB.wkb_level_exists_iff
```

```
'SechWellWKB.wkb_binds_too_weakly' depends on axioms: [propext, Classical.choice, Quot.sound]
'SechWellWKB.wkb_level_exists_iff' depends on axioms: [propext, Classical.choice, Quot.sound]
```

## Exact levels, assumed quantization

`IsBoundState U κ y` says that `y` is a nonzero, twice differentiable solution with energy $-\kappa^2$ that tends to zero at both ends of the line (`cocompact ℝ`). It asks for decay, not normalization; `exactDecay U` is $s$.

`WKBCondition U n k` contains the turning-point equation and the actual integral, with `n` counted from zero. The condition is postulated: it stands for the usual matching of the oscillating wave to decaying tails at two smooth turning points, and is not derived from the Schrödinger equation.

`wkb_binds_too_weakly` assumes only `0 < k` and the condition at $n=0$. By `wkb_level_exists_iff`, such a `k` exists exactly when $U>1/4$.

The WKB formula holds for every `n` with $k>0$, but the comparison with an exact state is for $n=0$ only. That $\cosh(x)^{-s}$ is the ground state follows from its having no nodes, a standard fact left unproved here. The theorems concern real numbers, so quadrature and rounding errors need their own estimates. Applying the bound to a physical well also requires that its potential really has the $1/\cosh^2$ shape.
